# Projecting out some but not all occupied orbitals cannot narrow the HOMO–LUMO gap of a fixed Fock operator

## Diagonalising the embedded operator

In projection-based embedding, some occupied orbitals are assigned to an environment, and the orbitals of the active subsystem are kept orthogonal to them. One way to do this is to project the environment orbitals out of the Fock or Kohn–Sham operator and diagonalise the rest. If the operator is held fixed in a finite basis, the virtual levels stay where they were and the highest occupied level can only fall or stay.

Let F be the symmetric operator and P the orthogonal projector onto its occupied space, which is spanned by eigenvectors of F, so that FP = PF. Let h be the highest occupied level and l > h the lowest virtual one. Let Q project orthogonally onto the environment, a proper subspace of range P. The embedded operator is

G = (1 − Q) F (1 − Q).

Localised environment orbitals usually mix canonical ones, so Q need not commute with F.

## Virtual orbitals are untouched

Taking adjoints in PQ = Q gives QP = Q. If Px = 0, then

Qx = QPx = 0,  QFx = QPFx = QFPx = 0,

and so Gx = Fx.

## The highest occupied level

G commutes with P and Q, so it acts within the range of P − Q, the remaining occupied space. This space is nonzero, so G has a highest level h' there. Let x ≠ 0 satisfy Px = x, Qx = 0 and Gx = ex. Then Fx = ex + QFx, and ⟨x, QFx⟩ = ⟨Qx, Fx⟩ = 0, which gives

⟨x, Fx⟩ = e‖x‖².

Expand x in orthonormal eigenvectors bᵢ of F with energies εᵢ:

(h − e)‖x‖² = Σᵢ (h − εᵢ) |⟨bᵢ, x⟩|².

If Pbᵢ = 0, then ⟨bᵢ, x⟩ = ⟨Pbᵢ, x⟩ = 0. Otherwise Pbᵢ is an occupied eigenvector of energy εᵢ, so εᵢ ≤ h. No term is negative, hence e ≤ h. If e = h, every term vanishes, only εᵢ = h contributes, and Fx = hx.

Conversely, let y ≠ 0 satisfy Qy = 0 and Fy = hy. A nonzero (1 − P)y would be a virtual eigenvector below l, so Py = y. Then Gy = hy, and h' = h.

For e > h, suppose Qx = 0 and Gx = ex. Then Px must vanish, since otherwise it would be an occupied eigenvector of G above h; hence Fx = Gx = ex. In the other direction, Fx = ex forces Px = 0, so Qx = 0 and Gx = ex.

## What the theorems say

`levels F P` is the set of real energies of eigenvectors of F in range P, without multiplicities. `IsOccupied` collects the assumptions on F, P, h and l; its field `gap` puts every occupied level below every virtual one, and a completely filled degenerate highest level is allowed. `IsEnvironment` allows Q = 0 but not Q = P.

`embedded_levels` states that h' exists, that h' ≤ h, that equality holds exactly when ker Q contains an h-eigenvector of F, and that the virtual levels agree. `virtual_orbitals` adds that, at energies above h, the eigenvectors of G in ker Q are exactly those of F. The space is real or complex and finite-dimensional. Updating F self-consistently after the partition, or replacing the projection by a finite level shift, is a different problem.

The occupied levels must be read in the range of P − Q. If Q ≠ 0, then on the whole space G also has the eigenvalue 0 on range Q. When h' is negative this spurious level lies above h', and if l is positive it lies inside the gap.

## The Lean file and its proof

```lean
import Mathlib

open Matrix

noncomputable section

namespace EmbeddedOrbitalGap

variable {𝕜 E : Type*} [RCLike 𝕜] [NormedAddCommGroup E] [InnerProductSpace 𝕜 E]

/-- The real energies of eigenvectors of `F` lying in the range of the projector `P`. -/
def levels (F P : Module.End 𝕜 E) : Set ℝ :=
  {e | ∃ x, x ≠ 0 ∧ P x = x ∧ F x = (e : 𝕜) • x}

/-- The operator `(1 - Q) F (1 - Q)`, which is `F` compressed to the kernel of a projector `Q`. -/
def compress (F Q : Module.End 𝕜 E) : Module.End 𝕜 E := (1 - Q) * F * (1 - Q)

/-- An orthogonal projector: idempotent and symmetric. -/
structure IsOrthProj (P : Module.End 𝕜 E) : Prop where
  idem : P * P = P
  selfAdj : LinearMap.IsSymmetric P

/-- `P` is the occupied spectral projector of the symmetric operator `F`, with highest occupied
level `h` and lowest virtual level `l` above it. -/
structure IsOccupied (F P : Module.End 𝕜 E) (h l : ℝ) : Prop where
  selfAdj : LinearMap.IsSymmetric F
  proj : IsOrthProj P
  comm : Commute F P
  homo : IsGreatest (levels F P) h
  lumo : IsLeast (levels F (1 - P)) l
  gap : h < l

/-- For an orthogonal projector `P`: `Q` projects orthogonally onto a proper subspace of the range
of `P`. -/
structure IsEnvironment (P Q : Module.End 𝕜 E) : Prop where
  proj : IsOrthProj Q
  sub : P * Q = Q
  ne : Q ≠ P

/-- An idempotent commuting with `F` sends an eigenvector to zero, or its energy is a level of
`F` in the range of the idempotent. -/
theorem component_level {F P : Module.End 𝕜 E} (hi : P * P = P) (hc : Commute F P)
    {e : ℝ} {x : E} (hx : F x = (e : 𝕜) • x) : P x = 0 ∨ e ∈ levels F P := by
  by_cases h0 : P x = 0
  · exact Or.inl h0
  · refine Or.inr ⟨P x, h0, LinearMap.congr_fun hi x, ?_⟩
    have h1 : F (P x) = P (F x) := LinearMap.congr_fun hc.eq x
    rw [h1, hx, map_smul]

/-- For an occupied projector `P` and an environment projector `Q` inside it, `QP = Q`, and the
compressed operator commutes with `P`. -/
theorem compress_commute {F P Q : Module.End 𝕜 E} {h l : ℝ} (ho : IsOccupied F P h l)
    (he : IsEnvironment P Q) : Q * P = Q ∧ Commute (compress F Q) P := by
  have hQP : Q * P = Q := by
    refine LinearMap.ext fun x => ext_inner_right 𝕜 fun y => ?_
    have hy : P (Q y) = Q y := LinearMap.congr_fun he.sub y
    change inner 𝕜 (Q (P x)) y = inner 𝕜 (Q x) y
    rw [he.proj.selfAdj (P x) y, ho.proj.selfAdj x (Q y), hy]
    exact (he.proj.selfAdj x y).symm
  have hc : Commute (1 - Q) P := by
    rw [commute_iff_eq, sub_mul, mul_sub, one_mul, mul_one, hQP, he.sub]
  exact ⟨hQP, (hc.mul_left ho.comm).mul_left hc⟩

/-- A vector orthogonal to the occupied space lies in the kernel of `Q`, and the compressed
operator acts on it as `F` does. -/
theorem virtual_unchanged {F P Q : Module.End 𝕜 E} {h l : ℝ} (ho : IsOccupied F P h l)
    (he : IsEnvironment P Q) {x : E} (hx : P x = 0) : Q x = 0 ∧ compress F Q x = F x := by
  have hQP : ∀ y, Q (P y) = Q y := LinearMap.congr_fun (compress_commute ho he).1
  have hFP : F (P x) = P (F x) := LinearMap.congr_fun ho.comm.eq x
  have hq : Q x = 0 := by rw [← hQP, hx, map_zero]
  have hqF : Q (F x) = 0 := by rw [← hQP, ← hFP, hx, map_zero, map_zero]
  refine ⟨hq, ?_⟩
  change F (x - Q x) - Q (F (x - Q x)) = F x
  rw [hq, sub_zero, hqF, sub_zero]

variable [FiniteDimensional 𝕜 E]

/-- In the occupied space the expectation value of `F` is at most `h` times the squared norm,
and only eigenvectors of energy `h` (or zero) reach this bound. -/
theorem rayleigh_bound {F P : Module.End 𝕜 E} {h l : ℝ} (ho : IsOccupied F P h l)
    {x : E} (hx : P x = x) : RCLike.re (inner 𝕜 x (F x)) ≤ h * ‖x‖ ^ 2 ∧
      (RCLike.re (inner 𝕜 x (F x)) = h * ‖x‖ ^ 2 → F x = (h : 𝕜) • x) := by
  -- expand in canonical orbitals
  obtain ⟨n, b, ε, hb⟩ : ∃ (n : ℕ) (b : OrthonormalBasis (Fin n) 𝕜 E) (ε : Fin n → ℝ),
      ∀ i, F (b i) = (ε i : 𝕜) • b i :=
    ⟨_, ho.selfAdj.eigenvectorBasis rfl, ho.selfAdj.eigenvalues rfl,
      ho.selfAdj.apply_eigenvectorBasis rfl⟩
  have hco : ∀ i, inner 𝕜 (b i) (F x) = (ε i : 𝕜) * inner 𝕜 (b i) x := fun i => by
    rw [← ho.selfAdj (b i) x, hb, inner_smul_left, RCLike.conj_ofReal]
  have hcc : ∀ i, inner 𝕜 x (b i) * inner 𝕜 (b i) x
      = ((‖inner 𝕜 (b i) x‖ ^ 2 : ℝ) : 𝕜) := fun i => by
    rw [← inner_conj_symm x (b i), RCLike.conj_mul, RCLike.ofReal_pow]
  have hN : ‖x‖ ^ 2 = ∑ i, ‖inner 𝕜 (b i) x‖ ^ 2 := by
    rw [← inner_self_eq_norm_sq (𝕜 := 𝕜) x, ← b.sum_inner_mul_inner x x, map_sum]
    exact Finset.sum_congr rfl fun i _ => by rw [hcc, RCLike.ofReal_re]
  have hR : RCLike.re (inner 𝕜 x (F x)) = ∑ i, ε i * ‖inner 𝕜 (b i) x‖ ^ 2 := by
    rw [← b.sum_inner_mul_inner x (F x), map_sum]
    exact Finset.sum_congr rfl fun i _ => by
      rw [hco, mul_left_comm, hcc, RCLike.re_ofReal_mul, RCLike.ofReal_re]
  have hsum : h * ‖x‖ ^ 2 - RCLike.re (inner 𝕜 x (F x))
      = ∑ i, (h - ε i) * ‖inner 𝕜 (b i) x‖ ^ 2 := by
    rw [hN, hR, Finset.mul_sum, ← Finset.sum_sub_distrib]
    exact Finset.sum_congr rfl fun i _ => by ring
  -- orbitals above `h` do not contribute
  have hterm : ∀ i, 0 ≤ (h - ε i) * ‖inner 𝕜 (b i) x‖ ^ 2 := fun i => by
    rcases component_level ho.proj.idem ho.comm (hb i) with h0 | h0
    · have hz : inner 𝕜 (b i) x = 0 := by
        rw [← hx, ← ho.proj.selfAdj (b i) x, h0, inner_zero_left]
      simp [hz]
    · exact mul_nonneg (sub_nonneg.2 (ho.homo.2 h0)) (sq_nonneg _)
  have hnn := Finset.sum_nonneg (s := Finset.univ) fun i _ => hterm i
  refine ⟨by linarith, fun heq => ?_⟩
  have hs : ∑ i, (h - ε i) * ‖inner 𝕜 (b i) x‖ ^ 2 = 0 := by linarith
  refine sub_eq_zero.1 ((inner_self_eq_zero (𝕜 := 𝕜)).1 ?_)
  rw [← b.sum_inner_mul_inner]
  refine Finset.sum_eq_zero fun i _ => ?_
  have hz := (Finset.sum_eq_zero_iff_of_nonneg fun i _ => hterm i).1 hs i (Finset.mem_univ i)
  have hy : inner 𝕜 (b i) (F x - (h : 𝕜) • x) = 0 := by
    rw [inner_sub_right, inner_smul_right, hco, ← sub_mul]
    rcases mul_eq_zero.1 hz with h1 | h1
    · rw [← sub_eq_zero.1 h1, sub_self, zero_mul]
    · rw [norm_eq_zero.1 ((pow_eq_zero_iff two_ne_zero).1 h1), mul_zero]
  rw [hy, mul_zero]

/-- A symmetric operator has a highest level in the range of any nonzero idempotent that
commutes with it. -/
theorem exists_top_level {T R : Module.End 𝕜 E} (hT : LinearMap.IsSymmetric T)
    (hi : R * R = R) (hc : Commute T R) (hR : R ≠ 0) : ∃ m, IsGreatest (levels T R) m := by
  obtain ⟨n, b, ε, hb⟩ : ∃ (n : ℕ) (b : OrthonormalBasis (Fin n) 𝕜 E) (ε : Fin n → ℝ),
      ∀ i, T (b i) = (ε i : 𝕜) • b i :=
    ⟨_, hT.eigenvectorBasis rfl, hT.eigenvalues rfl, hT.apply_eigenvectorBasis rfl⟩
  have hne : (levels T R).Nonempty := by
    by_contra hn
    refine hR (b.toBasis.ext fun i => ?_)
    rw [OrthonormalBasis.coe_toBasis, LinearMap.zero_apply]
    exact (component_level hi hc (hb i)).resolve_right fun hm => hn ⟨_, hm⟩
  have hsub : levels T R ⊆ Set.range ε := by
    rintro e ⟨x, hx, -, hTx⟩
    by_contra hn
    refine hx ((inner_self_eq_zero (𝕜 := 𝕜)).1 ?_)
    rw [← b.sum_inner_mul_inner]
    refine Finset.sum_eq_zero fun i _ => ?_
    have h1 := hT (b i) x
    rw [hb, hTx, inner_smul_left, inner_smul_right, RCLike.conj_ofReal] at h1
    by_contra h0
    exact hn ⟨i, RCLike.ofReal_inj.1 (mul_right_cancel₀ (right_ne_zero_of_mul h0) h1)⟩
  exact ((Set.finite_range ε).subset hsub).isCompact.exists_isGreatest hne

/-- An occupied eigenvector of the compressed operator in the kernel of `Q` has energy at most
`h`; if its energy is `h`, it is an eigenvector of `F` itself. -/
theorem occupied_bound {F P Q : Module.End 𝕜 E} {h l e : ℝ} (ho : IsOccupied F P h l)
    (he : IsEnvironment P Q) {x : E} (hx : x ≠ 0) (hp : P x = x) (hq : Q x = 0)
    (hG : compress F Q x = (e : 𝕜) • x) : e ≤ h ∧ (e = h → F x = (h : 𝕜) • x) := by
  have h1 : F x = (e : 𝕜) • x + Q (F x) := by
    rw [← hG]
    change F x = F (x - Q x) - Q (F (x - Q x)) + Q (F x)
    rw [hq, sub_zero, sub_add_cancel]
  -- the environment part of `F x` is orthogonal to `x`
  have h2 : RCLike.re (inner 𝕜 x (F x)) = e * ‖x‖ ^ 2 := by
    rw [h1, inner_add_right, inner_smul_right, ← he.proj.selfAdj x (F x), hq,
      inner_zero_left, add_zero, RCLike.re_ofReal_mul, inner_self_eq_norm_sq]
  obtain ⟨hle, heq⟩ := rayleigh_bound ho hp
  have hpos : 0 < ‖x‖ ^ 2 := pow_pos (norm_pos_iff.2 hx) 2
  exact ⟨le_of_mul_le_mul_right (by linarith) hpos, fun hh => heq (by rw [h2, hh])⟩

/-- At any energy above `h`, the eigenvectors of the compressed operator in the kernel of `Q`
are exactly the eigenvectors of `F`. -/
theorem virtual_orbitals {F P Q : Module.End 𝕜 E} {h l e : ℝ} (ho : IsOccupied F P h l)
    (he : IsEnvironment P Q) (hh : h < e) (x : E) :
    (Q x = 0 ∧ compress F Q x = (e : 𝕜) • x) ↔ F x = (e : 𝕜) • x := by
  obtain ⟨hQP, hc⟩ := compress_commute ho he
  constructor
  · rintro ⟨hq, hG⟩
    have hPx : P x = 0 := by
      by_contra h0
      have h1 : compress F Q (P x) = P (compress F Q x) := LinearMap.congr_fun hc.eq x
      rw [hG, map_smul] at h1
      exact absurd (occupied_bound ho he h0 (LinearMap.congr_fun ho.proj.idem x)
        ((LinearMap.congr_fun hQP x).trans hq) h1).1 (not_le_of_gt hh)
    exact (virtual_unchanged ho he hPx).2.symm.trans hG
  · intro hF
    have hPx := (component_level ho.proj.idem ho.comm hF).resolve_right
      fun hm => absurd (ho.homo.2 hm) (not_le_of_gt hh)
    obtain ⟨hq, hv⟩ := virtual_unchanged ho he hPx
    exact ⟨hq, hv.trans hF⟩

/-- The embedded subsystem has a highest occupied level `h' ≤ h`, with equality exactly when the
kernel of `Q` contains an eigenvector of `F` of energy `h`; its virtual levels are those of `F`. -/
theorem embedded_levels {F P Q : Module.End 𝕜 E} {h l : ℝ} (ho : IsOccupied F P h l)
    (he : IsEnvironment P Q) : ∃ h', IsGreatest (levels (compress F Q) (P - Q)) h' ∧ h' ≤ h ∧
      (h' = h ↔ ∃ x, x ≠ 0 ∧ Q x = 0 ∧ F x = (h : 𝕜) • x) ∧
      levels (compress F Q) (1 - P) = levels F (1 - P) := by
  obtain ⟨hQP, hc⟩ := compress_commute ho he
  have hs : LinearMap.IsSymmetric (1 - Q) := fun x y => by
    change inner 𝕜 (x - Q x) y = inner 𝕜 x (y - Q y)
    rw [inner_sub_left, inner_sub_right, he.proj.selfAdj x y]
  have hG : LinearMap.IsSymmetric (compress F Q) := fun x y =>
    ((hs _ _).trans (ho.selfAdj _ _)).trans (hs _ _)
  have hi : (P - Q) * (P - Q) = P - Q := by
    rw [sub_mul, mul_sub, mul_sub, ho.proj.idem, he.sub, hQP, he.proj.idem, sub_self, sub_zero]
  have hcQ : Commute (compress F Q) Q := by
    have h1 : (1 - Q) * Q = 0 := by rw [sub_mul, one_mul, he.proj.idem, sub_self]
    have h2 : Q * (1 - Q) = 0 := by rw [mul_sub, mul_one, he.proj.idem, sub_self]
    rw [commute_iff_eq, compress, mul_assoc, h1, mul_zero, ← mul_assoc, ← mul_assoc, h2,
      zero_mul, zero_mul]
  obtain ⟨m, hm⟩ := exists_top_level hG hi (hc.sub_right hcQ)
    (fun h0 => he.ne (sub_eq_zero.1 h0).symm)
  obtain ⟨x, hx, hp, hGx⟩ := hm.1
  have hp' : P x - Q x = x := hp
  have hq : Q x = 0 := by
    have h1 := congrArg Q hp'
    have h2 : Q (P x) = Q x := LinearMap.congr_fun hQP x
    have h3 : Q (Q x) = Q x := LinearMap.congr_fun he.proj.idem x
    rw [map_sub, h2, h3, sub_self] at h1
    exact h1.symm
  rw [hq, sub_zero] at hp'
  obtain ⟨hle, heq⟩ := occupied_bound ho he hx hp' hq hGx
  refine ⟨m, hm, hle, ⟨fun hmh => ⟨x, hx, hq, heq hmh⟩, ?_⟩, ?_⟩
  · rintro ⟨y, hy, hqy, hFy⟩
    -- the gap forces an eigenvector of energy `h` to be occupied
    have hi' : (1 - P) * (1 - P) = 1 - P := by
      rw [sub_mul, one_mul, mul_sub, mul_one, ho.proj.idem, sub_self, sub_zero]
    have h0 : y - P y = 0 := (component_level hi' ((Commute.one_right F).sub_right ho.comm)
      hFy).resolve_right fun hl => absurd (ho.lumo.2 hl) (not_le_of_gt ho.gap)
    refine le_antisymm hle (hm.2 ⟨y, hy, ?_, ?_⟩)
    · change P y - Q y = y
      rw [hqy, sub_zero, ← sub_eq_zero.1 h0]
    · change F (y - Q y) - Q (F (y - Q y)) = _
      rw [hqy, sub_zero, hFy, map_smul, hqy, smul_zero, sub_zero]
  · ext e
    constructor <;> rintro ⟨y, hy, hpy, hey⟩
    · have hv := virtual_unchanged ho he (sub_eq_self.1 (show y - P y = y from hpy))
      exact ⟨y, hy, hpy, hv.2.symm.trans hey⟩
    · have hv := virtual_unchanged ho he (sub_eq_self.1 (show y - P y = y from hpy))
      exact ⟨y, hy, hpy, hv.2.trans hey⟩

/-- The operator on three-dimensional real space given by a matrix. -/
def op (A : Matrix (Fin 3) (Fin 3) ℝ) : Module.End ℝ (EuclideanSpace ℝ (Fin 3)) where
  toFun x := WithLp.toLp 2 (A *ᵥ x.ofLp)
  map_add' x y := congrArg (WithLp.toLp 2) (Matrix.mulVec_add A x.ofLp y.ofLp)
  map_smul' c x := congrArg (WithLp.toLp 2) (Matrix.mulVec_smul A c x.ofLp)

/-- Levels 0, 1, 2 with the lower two occupied, and an environment orbital that mixes these two
equally, meet the hypotheses with `h = 1` and `l = 2`. -/
theorem embedding_witness :
    IsOccupied (op !![0, 0, 0; 0, 1, 0; 0, 0, 2]) (op !![1, 0, 0; 0, 1, 0; 0, 0, 0]) 1 2 ∧
    IsEnvironment (op !![1, 0, 0; 0, 1, 0; 0, 0, 0])
      (op !![1/2, 1/2, 0; 1/2, 1/2, 0; 0, 0, 0]) := by
  have ap : ∀ (A : Matrix (Fin 3) (Fin 3) ℝ) (x : EuclideanSpace ℝ (Fin 3)) (i : Fin 3),
      (op A x).ofLp i = A i 0 * x.ofLp 0 + A i 1 * x.ofLp 1 + A i 2 * x.ofLp 2 := by
    intro A x i
    change (A *ᵥ x.ofLp) i = _
    simp [Matrix.mulVec, dotProduct, Fin.sum_univ_three]
  have mul : ∀ A B, op A * op B = op (A * B) := fun A B => LinearMap.ext fun x =>
    congrArg (WithLp.toLp 2) (Matrix.mulVec_mulVec x.ofLp A B)
  have sym : ∀ A, Aᵀ = A → LinearMap.IsSymmetric (op A) := by
    intro A hA x y
    have h1 : A 1 0 = A 0 1 := congrFun (congrFun hA 0) 1
    have h2 : A 2 0 = A 0 2 := congrFun (congrFun hA 0) 2
    have h3 : A 2 1 = A 1 2 := congrFun (congrFun hA 1) 2
    simp only [PiLp.inner_apply, Fin.sum_univ_three, ap, h1, h2, h3, RCLike.inner_apply,
      conj_trivial]
    ring
  have zero : ∀ x : EuclideanSpace ℝ (Fin 3),
      x.ofLp 0 = 0 → x.ofLp 1 = 0 → x.ofLp 2 = 0 → x = 0 := by
    intro x a b c
    ext i
    fin_cases i <;> simp [a, b, c]
  refine ⟨⟨sym _ ?_, ⟨?_, sym _ ?_⟩, ?_, ⟨?_, ?_⟩, ⟨?_, ?_⟩, by norm_num⟩,
    ⟨⟨?_, sym _ ?_⟩, ?_, ?_⟩⟩
  · ext i j; fin_cases i <;> fin_cases j <;> simp
  · rw [mul]; congr 1; ext i j
    fin_cases i <;> fin_cases j <;> simp [Matrix.mul_apply, Fin.sum_univ_three]
  · ext i j; fin_cases i <;> fin_cases j <;> simp
  · rw [commute_iff_eq, mul, mul]; congr 1; ext i j
    fin_cases i <;> fin_cases j <;> simp [Matrix.mul_apply, Fin.sum_univ_three]
  · refine ⟨!₂[0, 1, 0], fun h => ?_, ?_, ?_⟩
    · have := congrArg (fun v : EuclideanSpace ℝ (Fin 3) => v.ofLp 1) h
      simp at this
    · ext i; fin_cases i <;> simp [ap]
    · ext i; fin_cases i <;> simp [ap]
  · rintro e ⟨x, hx, hp, hF⟩
    by_contra hn
    have he := lt_of_not_ge hn
    have p2 : 0 = x.ofLp 2 := by simpa [ap] using congrArg (fun v => v.ofLp 2) hp
    have f0 : 0 = e * x.ofLp 0 := by simpa [ap] using congrArg (fun v => v.ofLp 0) hF
    have f1 : x.ofLp 1 = e * x.ofLp 1 := by simpa [ap] using congrArg (fun v => v.ofLp 1) hF
    have g1 : (e - 1) * x.ofLp 1 = 0 := by linarith
    exact hx (zero x ((mul_eq_zero.1 f0.symm).resolve_left fun h => by linarith)
      ((mul_eq_zero.1 g1).resolve_left fun h => by linarith) p2.symm)
  · refine ⟨!₂[0, 0, 1], fun h => ?_, ?_, ?_⟩
    · have := congrArg (fun v : EuclideanSpace ℝ (Fin 3) => v.ofLp 2) h
      simp at this
    · refine sub_eq_self.2 (zero _ ?_ ?_ ?_) <;> simp [ap]
    · ext i; fin_cases i <;> simp [ap]
  · rintro e ⟨x, hx, hp, hF⟩
    by_contra hn
    have he := lt_of_not_ge hn
    have hp' : op !![1, 0, 0; 0, 1, 0; 0, 0, 0] x = 0 :=
      sub_eq_self.1 (show x - op _ x = x from hp)
    have p0 : x.ofLp 0 = 0 := by simpa [ap] using congrArg (fun v => v.ofLp 0) hp'
    have p1 : x.ofLp 1 = 0 := by simpa [ap] using congrArg (fun v => v.ofLp 1) hp'
    have f2 : 2 * x.ofLp 2 = e * x.ofLp 2 := by
      simpa [ap] using congrArg (fun v => v.ofLp 2) hF
    have g2 : (e - 2) * x.ofLp 2 = 0 := by linarith
    exact hx (zero x p0 p1 ((mul_eq_zero.1 g2).resolve_left fun h => by linarith))
  · rw [mul]; congr 1; ext i j
    fin_cases i <;> fin_cases j <;> simp [Matrix.mul_apply, Fin.sum_univ_three] <;> norm_num
  · ext i j; fin_cases i <;> fin_cases j <;> simp
  · rw [mul]; congr 1; ext i j
    fin_cases i <;> fin_cases j <;> simp [Matrix.mul_apply, Fin.sum_univ_three]
  · intro h
    have h1 := congrArg (fun v => v.ofLp 0) (LinearMap.congr_fun h !₂[1, 0, 0])
    simp [ap] at h1

end EmbeddedOrbitalGap
```

```lean
#print axioms EmbeddedOrbitalGap.occupied_bound
#print axioms EmbeddedOrbitalGap.virtual_orbitals
#print axioms EmbeddedOrbitalGap.embedded_levels
```

```
'EmbeddedOrbitalGap.occupied_bound' depends on axioms: [propext, Classical.choice, Quot.sound]
'EmbeddedOrbitalGap.virtual_orbitals' depends on axioms: [propext, Classical.choice, Quot.sound]
'EmbeddedOrbitalGap.embedded_levels' depends on axioms: [propext, Classical.choice, Quot.sound]
```

`component_level` projects eigenvectors, and `compress_commute` supplies QP = Q and the commutation of G with P. `virtual_unchanged` is the virtual calculation above.

`rayleigh_bound` performs the expansion: `hsum` is the sum, `hterm` its termwise sign, and `Finset.sum_eq_zero_iff_of_nonneg` settles equality. `occupied_bound` applies it to eigenvectors of G. `exists_top_level` finds a level because the eigenvectors span, and a highest one because the levels lie in a finite set. `embedded_levels` assembles these results and proves the converse.

`embedding_witness` uses `op` to turn matrices into operators and checks the hypotheses for levels 0, 1, 2 with environment orbital (1, 1, 0)/√2. The remaining occupied orbital (1, −1, 0)/√2 has embedded energy 1/2, so the gap grows from 1 to 3/2.
